# For two uncoupled harmonic oscillators, $b_1^m a_2^n$ is conserved exactly when $m w_1 = n w_2$

Take two uncoupled harmonic oscillators with frequencies $w_2 = 2w_1$. The state with two quanta in mode 1 and the state with one quantum in mode 2 have the same energy. If the two number operators are taken as the full list of conserved quantities, this degeneracy looks accidental. A numerical diagonalisation may also return mixtures of the two states, which seem to show a coupling that the Hamiltonian does not contain.

That list omits, among others, the operator $b_1^2 a_2$, which removes one quantum from mode 2 and adds two to mode 1. For general $m$ and $n$, the operator $b_1^m a_2^n$ changes the energy of an eigenstate by $m w_1 - n w_2$ (or annihilates it, as happens when mode 2 holds fewer than $n$ quanta), and it is conserved when this difference vanishes. At such a resonance with $m,n\geq 1$, it moves quanta from mode 2 to mode 1 without changing the total energy.

## Two modes in a complex algebra

The operators are elements of an associative complex algebra $A$ with unit. No Hilbert space, inner product or adjoint is assumed.

```lean
import Mathlib

open MvPolynomial

namespace ResonantOscillators

noncomputable section

variable {A : Type*} [Ring A] [Algebra ℂ A]
```

The commutator is $[x,y] = xy - yx$.

```lean
/-- The commutator `[x, y] = x y - y x`. -/
def comm (x y : A) : A := x * y - y * x
```

Mode $k$ has a lowering operator $a_k$ and a raising operator $b_k$, where $k = 1, 2$. They satisfy $[a_k, b_k] = 1$, and every operator of mode 1 commutes with every operator of mode 2. The canonical relation is postulated: it stands for the bosonic character of the quanta.

```lean
/-- Two mutually commuting modes with lowering operators `a₁, a₂` and raising operators
`b₁, b₂`, each pair obeying the canonical relation `[a, b] = 1`. -/
structure TwoModes (a₁ b₁ a₂ b₂ : A) : Prop where
  ccr₁ : comm a₁ b₁ = 1
  ccr₂ : comm a₂ b₂ = 1
  aa : Commute a₁ a₂
  ab : Commute a₁ b₂
  ba : Commute b₁ a₂
  bb : Commute b₁ b₂
```

`TwoModes a₁ b₁ a₂ b₂` is the proposition that these six relations hold, and `Commute x y` means $xy = yx$. In the usual physical setting $b_k = a_k^\dagger$, but the relations alone are enough here.

The Hamiltonian is
$$H = w_1 b_1 a_1 + w_2 b_2 a_2 .$$
Units are chosen with $\hbar = 1$, so that frequencies are also energies. The zero-point energy is left out; as a multiple of the identity it would not change any commutator.

```lean
/-- The Hamiltonian `w₁ b₁ a₁ + w₂ b₂ a₂` of two uncoupled oscillators. -/
def hamiltonian (w₁ w₂ : ℂ) (a₁ b₁ a₂ b₂ : A) : A :=
  w₁ • (b₁ * a₁) + w₂ • (b₂ * a₂)
```

The frequencies `w₁` and `w₂` are arbitrary complex numbers, so real positive frequencies are a special case. The symbol `•` is multiplication of an operator by a scalar.

## Frequencies add under multiplication

Adding and subtracting $yxz$ gives the product rule:
$$[x, yz] = xyz - yzx = (xy - yx)z + y(xz - zx) = [x,y]z + y[x,z].$$

```lean
omit [Algebra ℂ A] in
/-- The commutator with a fixed operator obeys the product rule. -/
theorem comm_mul (x y z : A) : comm x (y * z) = comm x y * z + y * comm x z := by
  unfold comm
  noncomm_ring
```

After the definition is unfolded, `noncomm_ring` checks this identity without reordering any factors.

Suppose now that $[x,y] = \alpha y$ and $[x,z] = \beta z$ with scalars $\alpha, \beta$. Then
$$[x,yz] = \alpha yz + \beta yz = (\alpha+\beta)\,yz .$$

```lean
/-- If `[x, y] = α y` and `[x, z] = β z`, then `[x, y z] = (α + β) y z`. -/
theorem comm_mul_of_ladder {x y z : A} {α β : ℂ} (hy : comm x y = α • y)
    (hz : comm x z = β • z) : comm x (y * z) = (α + β) • (y * z) := by
  rw [comm_mul, hy, hz, smul_mul_assoc, mul_smul_comm, add_smul]
```

For powers, start from $[x, 1] = 0$. If $[x, y^n] = n\alpha\, y^n$, then multiplying by one more factor $y$ adds $\alpha$ to the frequency:
$$[x, y^{n+1}] = (n\alpha + \alpha)\,y^{n+1} = (n+1)\alpha\, y^{n+1}.$$

```lean
/-- If `[x, y] = α y`, then `[x, y^n] = n α y^n`. -/
theorem comm_pow_of_ladder {x y : A} {α : ℂ} (hy : comm x y = α • y) (n : ℕ) :
    comm x (y ^ n) = ((n : ℂ) * α) • y ^ n := by
  induction n with
  | zero => simp [comm]
  | succ n ih =>
    rw [pow_succ, comm_mul_of_ladder ih hy]
    push_cast
    module
```

The induction in Lean is the same, with `module` collecting the scalar coefficients.

A different rule applies when the commutator is itself a scalar, $[x,y] = c$. The first case is $[x,y] = c\,y^0$. If $[x,y^{n+1}] = (n+1)c\,y^n$, the product rule gives
$$[x,y^{n+2}] = (n+1)c\,y^n\,y + y^{n+1}c = (n+2)c\,y^{n+1}.$$
Such a commutator acts like a derivative and lowers the power by one.

```lean
/-- If `[x, y]` is a scalar `c`, then `[x, y^(n+1)] = (n+1) c y^n`. -/
theorem comm_pow_of_scalar {x y : A} {c : ℂ} (hy : comm x y = c • (1 : A)) (n : ℕ) :
    comm x (y ^ (n + 1)) = (((n : ℂ) + 1) * c) • y ^ n := by
  induction n with
  | zero => simp [hy]
  | succ n ih =>
    rw [pow_succ y (n + 1), comm_mul, ih, hy, smul_mul_assoc, ← pow_succ,
      mul_smul_comm, mul_one]
    push_cast
    module
```

## The energy carried by $b_1^m a_2^n$

For mode 1,
$$[b_1a_1, b_1] = b_1a_1b_1 - b_1b_1a_1 = b_1[a_1,b_1] = b_1,$$
while $[b_2a_2, b_1] = 0$ because the modes commute. Hence $[H,b_1] = w_1b_1$. For mode 2,
$$[b_2a_2,a_2] = b_2a_2a_2 - a_2b_2a_2 = -[a_2,b_2]a_2 = -a_2,$$
and $[b_1a_1,a_2] = 0$, so $[H,a_2] = -w_2a_2$. The power rule gives frequency $mw_1$ for $b_1^m$ and $-nw_2$ for $a_2^n$. Adding them,
$$[H,b_1^m a_2^n] = (m w_1 - n w_2)\,b_1^m a_2^n .$$

```lean
/-- **Ladder relation for two modes**: `[H, b₁^m a₂^n] = (m w₁ - n w₂) b₁^m a₂^n`. -/
theorem comm_hamiltonian_transfer {a₁ b₁ a₂ b₂ : A} (h : TwoModes a₁ b₁ a₂ b₂)
    (w₁ w₂ : ℂ) (m n : ℕ) :
    comm (hamiltonian w₁ w₂ a₁ b₁ a₂ b₂) (b₁ ^ m * a₂ ^ n)
      = ((m : ℂ) * w₁ - (n : ℂ) * w₂) • (b₁ ^ m * a₂ ^ n) := by
  -- the commutator with H is the weighted sum of those with the number operators
  have split : ∀ x : A, comm (hamiltonian w₁ w₂ a₁ b₁ a₂ b₂) x
      = w₁ • comm (b₁ * a₁) x + w₂ • comm (b₂ * a₂) x := by
    intro x
    simp only [comm, hamiltonian, add_mul, mul_add, smul_mul_assoc, mul_smul_comm, smul_sub]
    abel
  -- b₁ raises the energy by w₁
  have hb : comm (hamiltonian w₁ w₂ a₁ b₁ a₂ b₂) b₁ = w₁ • b₁ := by
    have e1 : comm (b₁ * a₁) b₁ = b₁ := by
      calc comm (b₁ * a₁) b₁ = b₁ * comm a₁ b₁ := by unfold comm; noncomm_ring
        _ = b₁ := by rw [h.ccr₁, mul_one]
    have e2 : comm (b₂ * a₂) b₁ = 0 := sub_eq_zero.2 (h.bb.mul_right h.ba).eq.symm
    rw [split, e1, e2, smul_zero, add_zero]
  -- a₂ lowers the energy by w₂
  have ha : comm (hamiltonian w₁ w₂ a₁ b₁ a₂ b₂) a₂ = (-w₂) • a₂ := by
    have e1 : comm (b₁ * a₁) a₂ = 0 := sub_eq_zero.2 (h.ba.mul_left h.aa).eq
    have e2 : comm (b₂ * a₂) a₂ = -a₂ := by
      calc comm (b₂ * a₂) a₂ = -(comm a₂ b₂ * a₂) := by unfold comm; noncomm_ring
        _ = -a₂ := by rw [h.ccr₂, one_mul]
    rw [split, e1, e2, smul_zero, zero_add, smul_neg, neg_smul]
  rw [comm_mul_of_ladder (comm_pow_of_ladder hb m) (comm_pow_of_ladder ha n)]
  module
```

This holds for all natural numbers $m,n$, including zero, and for all complex frequencies. In the proof, `split` distributes the commutator over the two terms of $H$, and `hb` and `ha` are the two single-operator relations. The last `rw` combines them through the rules for powers and products.

The same argument gives a neighbouring relation for simultaneous creation in both modes. Since $[H,b_2] = w_2b_2$, replacing $a_2$ by $b_2$ changes one sign:
$$[H,b_1^m b_2^n] = (m w_1 + n w_2)\,b_1^m b_2^n .$$
With two positive frequencies, the prefactor vanishes only for $m=n=0$. This variant is derived here by hand and is not proved in Lean.

## The transfer operator never vanishes

A zero prefactor makes the commutator vanish, but the converse requires $b_1^m a_2^n \neq 0$. Take first $m = 0$. Since $[b_2,a_2] = -1$, the scalar rule gives
$$[b_2,a_2^{n+1}] = -(n+1)a_2^n .$$
If $a_2^{n+1}$ were zero, $a_2^n$ would be zero too, and repetition would lead to $1 = 0$. For the powers of $b_1$, use $a_1$, which commutes with $a_2$:
$$[a_1,b_1^{m+1}a_2^n] = (m+1)\,b_1^m a_2^n .$$
If $b_1^{m+1}a_2^n$ were zero, the commutator would vanish and $b_1^m a_2^n$ would be zero too. This again descends to the case $m=0$, which is already settled.

```lean
/-- In a nontrivial algebra the operator `b₁^m a₂^n` is never zero. -/
theorem transfer_ne_zero [Nontrivial A] {a₁ b₁ a₂ b₂ : A} (h : TwoModes a₁ b₁ a₂ b₂)
    (m n : ℕ) : b₁ ^ m * a₂ ^ n ≠ 0 := by
  have comm_zero : ∀ x : A, comm x 0 = 0 := fun x => by simp [comm]
  induction m with
  | zero =>
    rw [pow_zero, one_mul]
    -- commutators with b₂ strip the factors a₂ one by one
    have hc : comm b₂ a₂ = (-1 : ℂ) • (1 : A) := by
      rw [neg_one_smul, ← h.ccr₂]
      simp only [comm]
      abel
    induction n with
    | zero => simp
    | succ n ih =>
      intro h0
      have e := comm_pow_of_scalar hc n
      rw [h0, comm_zero] at e
      exact ih ((smul_eq_zero.1 e.symm).resolve_left
        (mul_ne_zero (Nat.cast_add_one_ne_zero n) (by norm_num)))
  | succ m ih =>
    -- commutators with a₁ strip the factors b₁ one by one
    intro h0
    have hc : comm a₁ b₁ = (1 : ℂ) • (1 : A) := by rw [one_smul, h.ccr₁]
    have e2 : comm a₁ (a₂ ^ n) = 0 := sub_eq_zero.2 (h.aa.pow_right n).eq
    have e := comm_mul a₁ (b₁ ^ (m + 1)) (a₂ ^ n)
    rw [h0, comm_zero, comm_pow_of_scalar hc m, e2, mul_zero, add_zero,
      smul_mul_assoc] at e
    exact ih ((smul_eq_zero.1 e.symm).resolve_left
      (mul_ne_zero (Nat.cast_add_one_ne_zero m) one_ne_zero))
```

The hypothesis `Nontrivial A` says that $1 \neq 0$ in the algebra, as in any operator algebra on a nonzero state space. The outer induction runs over $m$, and the inner one, at $m=0$, over $n$. In each step `smul_eq_zero` says that a scalar multiple vanishes only if the scalar or the operator does, and the scalar is excluded.

## Conservation is equivalent to resonance

Let $1\neq0$ in $A$, as before. Because $b_1^m a_2^n \neq 0$, the product $(m w_1 - n w_2)\,b_1^m a_2^n$ is zero exactly when its scalar factor is zero:
$$[H,b_1^m a_2^n] = 0 \quad\Longleftrightarrow\quad m w_1 = n w_2 .$$

```lean
/-- The operator `b₁^m a₂^n` commutes with the Hamiltonian exactly at the resonance
`m w₁ = n w₂`. -/
theorem conserved_iff_resonance [Nontrivial A] {a₁ b₁ a₂ b₂ : A}
    (h : TwoModes a₁ b₁ a₂ b₂) (w₁ w₂ : ℂ) (m n : ℕ) :
    comm (hamiltonian w₁ w₂ a₁ b₁ a₂ b₂) (b₁ ^ m * a₂ ^ n) = 0
      ↔ (m : ℂ) * w₁ = (n : ℂ) * w₂ := by
  rw [comm_hamiltonian_transfer h, smul_eq_zero, sub_eq_zero]
  exact or_iff_left (transfer_ne_zero h m n)
```

For $m=n=0$ the operator is the identity and both sides are true. For $m=0$ and $n\neq0$, conservation requires $w_2=0$.

It remains to see that the conserved operator is more than a combination of number operators. The number operator $b_1a_1$ commutes with itself and with $b_2a_2$, so $[H,b_1a_1]=0$. Setting $w_1=1$ and $w_2=0$ turns $H$ into $b_1a_1$, and the general relation becomes
$$[b_1a_1,b_1^m a_2^n] = m\,b_1^m a_2^n ,$$
which is nonzero for $m\neq0$. Every polynomial in the two number operators commutes with $b_1a_1$, so $b_1^m a_2^n$ is not such a polynomial.

```lean
/-- At resonance with `m ≠ 0`, both `b₁ a₁` and `b₁^m a₂^n` commute with the Hamiltonian,
but they do not commute with each other. -/
theorem extra_constant_of_motion [Nontrivial A] {a₁ b₁ a₂ b₂ : A}
    (h : TwoModes a₁ b₁ a₂ b₂) {w₁ w₂ : ℂ} {m n : ℕ} (hm : m ≠ 0)
    (hres : (m : ℂ) * w₁ = (n : ℂ) * w₂) :
    comm (hamiltonian w₁ w₂ a₁ b₁ a₂ b₂) (b₁ * a₁) = 0 ∧
    comm (hamiltonian w₁ w₂ a₁ b₁ a₂ b₂) (b₁ ^ m * a₂ ^ n) = 0 ∧
    comm (b₁ * a₁) (b₁ ^ m * a₂ ^ n) ≠ 0 := by
  refine ⟨?_, (conserved_iff_resonance h w₁ w₂ m n).2 hres, ?_⟩
  · have hN : Commute (b₂ * a₂) (b₁ * a₁) :=
      (h.bb.symm.mul_right h.ab.symm).mul_left (h.ba.symm.mul_right h.aa.symm)
    exact sub_eq_zero.2
      (((Commute.refl (b₁ * a₁)).smul_left w₁).add_left (hN.smul_left w₂)).eq
  · -- the number operator is the Hamiltonian with frequencies 1 and 0
    have e := comm_hamiltonian_transfer h 1 0 m n
    have hN : hamiltonian 1 0 a₁ b₁ a₂ b₂ = b₁ * a₁ := by simp [hamiltonian]
    rw [hN, mul_one, mul_zero, sub_zero] at e
    rw [e]
    exact smul_ne_zero (Nat.cast_ne_zero.2 hm) (transfer_ne_zero h m n)
```

Besides the two-mode relations and $1\neq0$ in $A$, the theorem assumes $m\neq0$ and $m w_1=n w_2$. Its three conclusions are that $b_1a_1$ is conserved, that $b_1^m a_2^n$ is conserved, and that the two do not commute. The case $n=0$ is allowed; resonance then means $w_1=0$, and $b_1^m$ is conserved.

"Conserved" means here that the commutator with $H$ vanishes. The operator need not be an observable: when $b_k=a_k^\dagger$, it is in general not self-adjoint. Domains of unbounded operators and convergence of time evolution do not enter the algebraic statement.

## Polynomials as a concrete pair of modes

The canonical relation has no realisation by matrices of finite nonzero size: the trace of a commutator is zero, whereas the trace of the identity is the dimension. Truncated oscillator matrices therefore do not satisfy `TwoModes`. Complex polynomials in two variables $x_0,x_1$ do provide a realisation, with variable $x_0$ for mode 1 and $x_1$ for mode 2. The monomial $x_0^r x_1^s$ plays the part of an unnormalised state with $r$ quanta in mode 1 and $s$ in mode 2. Lowering is differentiation, $p\mapsto\partial_k p$, where $k$ now takes the values $0$ and $1$.

```lean
/-- The partial derivative with respect to variable `k` on polynomials in two variables. -/
def lower (k : Fin 2) : Module.End ℂ (MvPolynomial (Fin 2) ℂ) :=
  (pderiv k : Derivation ℂ (MvPolynomial (Fin 2) ℂ) (MvPolynomial (Fin 2) ℂ)).toLinearMap
```

Raising is multiplication, $p\mapsto x_kp$.

```lean
/-- Multiplication by variable `k` on polynomials in two variables. -/
def raise (k : Fin 2) : Module.End ℂ (MvPolynomial (Fin 2) ℂ) :=
  LinearMap.mulLeft ℂ (X k)
```

Both are linear maps from the polynomial space to itself, and `Module.End` is the algebra of such maps.

To see that the lowering operators commute, put $D=\partial_i\partial_j-\partial_j\partial_i$. In $D(pq)$ the mixed terms $(\partial_ip)(\partial_jq)$ and $(\partial_jp)(\partial_iq)$ cancel, so
$$D(pq)=(Dp)q+p(Dq).$$
Thus $D$ is a derivation. Second derivatives of a single variable vanish, so $Dx_k=0$ for both variables, and hence $D=0$ on all polynomials.

```lean
/-- Partial derivatives of polynomials in two variables commute. -/
theorem lower_commute (i j : Fin 2) : Commute (lower i) (lower j) := by
  have hl : ∀ (k : Fin 2) (p : MvPolynomial (Fin 2) ℂ), lower k p = pderiv k p :=
    fun _ _ => rfl
  have h0 : ∀ i j k : Fin 2, pderiv i (pderiv j (X k : MvPolynomial (Fin 2) ℂ)) = 0 := by
    intro i j k
    rcases eq_or_ne k j with rfl | hk
    · rw [pderiv_X_self]
      exact Derivation.map_one_eq_zero _
    · rw [pderiv_X_of_ne hk, map_zero]
  -- the commutator of two derivations is a derivation, and it kills both variables
  have hD : ⁅(pderiv i : Derivation ℂ (MvPolynomial (Fin 2) ℂ) (MvPolynomial (Fin 2) ℂ)),
      (pderiv j : Derivation ℂ (MvPolynomial (Fin 2) ℂ) (MvPolynomial (Fin 2) ℂ))⁆ = 0 := by
    refine MvPolynomial.derivation_ext fun k => ?_
    simp only [Derivation.commutator_apply, h0, sub_self, Derivation.coe_zero, Pi.zero_apply]
  refine (commute_iff_eq _ _).2 (LinearMap.ext fun p => ?_)
  have e := DFunLike.congr_fun hD p
  simp only [Derivation.commutator_apply, Derivation.coe_zero, Pi.zero_apply] at e
  rw [Module.End.mul_apply, Module.End.mul_apply, hl, hl, hl, hl]
  exact sub_eq_zero.1 e
```

In Lean, `h0` is the vanishing of the second derivatives, and `derivation_ext` says that derivations agreeing on the variables are equal.

The remaining relations follow from the product rule for derivatives:
$$\partial_k(x_kp)-x_k\partial_kp=p,\qquad \partial_i(x_jp)=x_j\partial_ip\quad(i\neq j).$$
The two multiplications commute because $x_0x_1p=x_1x_0p$.

```lean
/-- Partial derivatives and multiplications by the variables, acting on complex polynomials
in two variables, form two commuting modes. -/
theorem twoModes_witness : TwoModes (lower 0) (raise 0) (lower 1) (raise 1) := by
  have hl : ∀ (k : Fin 2) (p : MvPolynomial (Fin 2) ℂ), lower k p = pderiv k p :=
    fun _ _ => rfl
  have hr : ∀ (k : Fin 2) (p : MvPolynomial (Fin 2) ℂ), raise k p = X k * p :=
    fun _ _ => rfl
  have ccr : ∀ k : Fin 2, comm (lower k) (raise k) = 1 := by
    intro k
    refine LinearMap.ext fun p => ?_
    simp only [comm, LinearMap.sub_apply, Module.End.mul_apply, Module.End.one_apply, hl, hr]
    rw [Derivation.leibniz, pderiv_X_self]
    simp only [smul_eq_mul]
    ring
  have cross : ∀ i j : Fin 2, j ≠ i → Commute (lower i) (raise j) := by
    intro i j hij
    refine (commute_iff_eq _ _).2 (LinearMap.ext fun p => ?_)
    simp only [Module.End.mul_apply, hl, hr]
    rw [Derivation.leibniz, pderiv_X_of_ne hij]
    simp only [smul_eq_mul, mul_zero, add_zero]
  have bb : Commute (raise 0) (raise 1) := by
    refine (commute_iff_eq _ _).2 (LinearMap.ext fun p => ?_)
    simp only [Module.End.mul_apply, hr]
    ring
  exact ⟨ccr 0, ccr 1, lower_commute 0 1, cross 0 1 (by decide),
    (cross 1 0 (by decide)).symm, bb⟩

end

end ResonantOscillators
```

The steps `ccr`, `cross` and `bb` prove these three groups of relations by applying both sides to an arbitrary polynomial $p$. The final line assembles them, with `lower_commute`, into the six fields of `TwoModes`.

```lean
#print axioms ResonantOscillators.conserved_iff_resonance
#print axioms ResonantOscillators.extra_constant_of_motion
```

```
'ResonantOscillators.conserved_iff_resonance' depends on axioms: [propext, Classical.choice, Quot.sound]
'ResonantOscillators.extra_constant_of_motion' depends on axioms: [propext, Classical.choice, Quot.sound]
```
